# Energy change on exchanging two opposite spins in a finite cluster expansion

Let finitely many sites $k$ carry spins $\sigma_k = \pm 1$, and let the energy be $H(\sigma) = \sum_S J_S \Phi_S(\sigma)$, where $S$ runs over all sets of sites, the $J_S$ are real numbers and $\Phi_S(\sigma) = \prod_{k \in S} \sigma_k$. If the spins at sites $i$ and $j$ are opposite, exchanging them changes the energy by $-2 \sum_S J_S \Phi_S(\sigma)$, with the sum restricted to the sets $S$ that contain exactly one of $i$ and $j$.

```lean
import Mathlib

open Finset

namespace SpinExchange

variable {ι : Type*} [Fintype ι] [DecidableEq ι]

/-- A configuration assigns a spin `+1` or `-1` to every site. -/
abbrev Config (ι : Type*) := ι → ℤˣ

/-- The spin at site `k` as a real number. -/
def spin (σ : Config ι) (k : ι) : ℝ := ((σ k : ℤ) : ℝ)

/-- The cluster function `Φ_S`: the product of the spins over the sites of `S`. -/
def clusterFn (S : Finset ι) (σ : Config ι) : ℝ := ∏ k ∈ S, spin σ k

/-- The cluster expansion `H = ∑_S J_S Φ_S`, summed over all clusters. -/
def energy (J : Finset ι → ℝ) (σ : Config ι) : ℝ := ∑ S, J S * clusterFn S σ

/-- The configuration with the spins at sites `i` and `j` exchanged. -/
def exchange (i j : ι) (σ : Config ι) : Config ι := fun k => σ (Equiv.swap i j k)

/-- The cluster `S` with the sites `i` and `j` interchanged. -/
def swapCluster (i j : ι) (S : Finset ι) : Finset ι := S.map (Equiv.swap i j).toEmbedding

/-- The clusters that contain exactly one of the sites `i` and `j`. -/
def straddling (i j : ι) : Finset (Finset ι) :=
  univ.filter fun S => (i ∈ S ∧ j ∉ S) ∨ (j ∈ S ∧ i ∉ S)

/-- The local field at `i` from the clusters that contain `i` but not `j`: the sum of
`J_S` times the product of the spins of `S` other than `i`. -/
def localField (J : Finset ι → ℝ) (i j : ι) (σ : Config ι) : ℝ :=
  ∑ S ∈ univ.filter (fun S => i ∈ S ∧ j ∉ S), J S * clusterFn (S.erase i) σ

omit [Fintype ι] [DecidableEq ι] in
/-- Every spin squares to one. -/
theorem spin_mul_self (σ : Config ι) (k : ι) : spin σ k * spin σ k = 1 := by
  rcases Int.units_eq_one_or (σ k) with h | h <;> simp [spin, h]

omit [Fintype ι] in
/-- `Φ_S` on the exchanged configuration equals the cluster function of the interchanged
cluster on the original configuration. -/
theorem clusterFn_exchange (i j : ι) (S : Finset ι) (σ : Config ι) :
    clusterFn S (exchange i j σ) = clusterFn (swapCluster i j S) σ := by
  unfold clusterFn swapCluster
  rw [Finset.prod_map]
  rfl

omit [Fintype ι] in
/-- A cluster containing both or neither of `i` and `j` keeps its cluster function under
the exchange. -/
theorem clusterFn_exchange_of_iff {i j : ι} {S : Finset ι} (h : i ∈ S ↔ j ∈ S)
    (σ : Config ι) : clusterFn S (exchange i j σ) = clusterFn S σ := by
  -- the interchange maps such a cluster onto itself
  have hS : swapCluster i j S = S := by
    ext k
    rw [swapCluster, Finset.mem_map_equiv, Equiv.symm_swap, Equiv.swap_apply_def]
    split_ifs with h1 h2
    · rw [h1]; exact h.symm
    · rw [h2]; exact h
    · rfl
  rw [clusterFn_exchange, hS]

omit [Fintype ι] in
/-- For a cluster containing `i` but not `j`, the exchange replaces the factor `σ_i` of
`Φ_S` by `σ_j`. -/
theorem clusterFn_exchange_of_mem {i j : ι} {S : Finset ι} (hi : i ∈ S) (hj : j ∉ S)
    (σ : Config ι) :
    clusterFn S (exchange i j σ) = spin σ j * clusterFn (S.erase i) σ := by
  unfold clusterFn
  rw [← Finset.mul_prod_erase S _ hi]
  congr 1
  · simp [spin, exchange]
  · refine Finset.prod_congr rfl fun k hk => ?_
    have h1 : k ≠ i := Finset.ne_of_mem_erase hk
    have h2 : k ≠ j := fun e => hj (e ▸ Finset.mem_of_mem_erase hk)
    simp [spin, exchange, Equiv.swap_apply_of_ne_of_ne h1 h2]

omit [Fintype ι] in
/-- For a cluster containing exactly one of `i` and `j`, the exchange multiplies `Φ_S`
by `σ_i σ_j`. -/
theorem clusterFn_exchange_of_straddling {i j : ι} {S : Finset ι}
    (h : (i ∈ S ∧ j ∉ S) ∨ (j ∈ S ∧ i ∉ S)) (σ : Config ι) :
    clusterFn S (exchange i j σ) = spin σ i * spin σ j * clusterFn S σ := by
  rcases h with ⟨hi, hj⟩ | ⟨hj, hi⟩
  · have e : clusterFn S σ = spin σ i * clusterFn (S.erase i) σ :=
      (Finset.mul_prod_erase S _ hi).symm
    rw [clusterFn_exchange_of_mem hi hj, e]
    linear_combination (-(spin σ j * clusterFn (S.erase i) σ)) * spin_mul_self σ i
  · have e : clusterFn S σ = spin σ j * clusterFn (S.erase j) σ :=
      (Finset.mul_prod_erase S _ hj).symm
    have hc : exchange i j σ = exchange j i σ := by
      unfold exchange
      rw [Equiv.swap_comm i j]
    rw [hc, clusterFn_exchange_of_mem hj hi, e]
    linear_combination (-(spin σ i * clusterFn (S.erase j) σ)) * spin_mul_self σ j

/-- In any configuration the exchange changes the energy by `-(1 - σ_i σ_j)` times the sum
of `J_S Φ_S` over clusters containing exactly one of `i` and `j`. -/
theorem energy_exchange_general (J : Finset ι → ℝ) (i j : ι) (σ : Config ι) :
    energy J (exchange i j σ) - energy J σ
      = -(1 - spin σ i * spin σ j) * ∑ S ∈ straddling i j, J S * clusterFn S σ := by
  unfold energy straddling
  rw [← Finset.sum_sub_distrib, Finset.mul_sum, Finset.sum_filter]
  refine Finset.sum_congr rfl fun S _ => ?_
  split_ifs with h
  · rw [clusterFn_exchange_of_straddling h]
    ring
  · rw [clusterFn_exchange_of_iff (by tauto)]
    ring

/-- Exchanging opposite spins at `i` and `j` changes the energy by `-2` times the sum of
`J_S Φ_S` over clusters containing exactly one of `i` and `j`. -/
theorem energy_exchange_opposite (J : Finset ι → ℝ) {i j : ι} {σ : Config ι}
    (h : σ j = -σ i) :
    energy J (exchange i j σ) - energy J σ
      = -2 * ∑ S ∈ straddling i j, J S * clusterFn S σ := by
  have h1 : spin σ j = -spin σ i := by simp [spin, h]
  -- opposite spins have product -1
  have h2 : spin σ i * spin σ j = -1 := by
    rw [h1]
    linear_combination -spin_mul_self σ i
  rw [energy_exchange_general, h2]
  ring

/-- The energy change of the exchange is `σ_j - σ_i` times the difference of the local
field at `i` (clusters without `j`) and the local field at `j` (clusters without `i`). -/
theorem energy_exchange_localField (J : Finset ι → ℝ) (i j : ι) (σ : Config ι) :
    energy J (exchange i j σ) - energy J σ
      = (spin σ j - spin σ i) * (localField J i j σ - localField J j i σ) := by
  unfold energy localField
  rw [Finset.sum_filter, Finset.sum_filter, ← Finset.sum_sub_distrib,
    ← Finset.sum_sub_distrib, Finset.mul_sum]
  refine Finset.sum_congr rfl fun S _ => ?_
  by_cases hi : i ∈ S <;> by_cases hj : j ∈ S
  · rw [if_neg (by tauto), if_neg (by tauto), clusterFn_exchange_of_iff (by tauto)]
    ring
  · have e : clusterFn S σ = spin σ i * clusterFn (S.erase i) σ :=
      (Finset.mul_prod_erase S _ hi).symm
    rw [if_pos ⟨hi, hj⟩, if_neg (by tauto), clusterFn_exchange_of_mem hi hj, e]
    ring
  · have e : clusterFn S σ = spin σ j * clusterFn (S.erase j) σ :=
      (Finset.mul_prod_erase S _ hj).symm
    have hc : exchange i j σ = exchange j i σ := by
      unfold exchange
      rw [Equiv.swap_comm i j]
    rw [if_neg (by tauto), if_pos ⟨hj, hi⟩, hc, clusterFn_exchange_of_mem hj hi, e]
    ring
  · rw [if_neg (by tauto), if_neg (by tauto), clusterFn_exchange_of_iff (by tauto)]
    ring

/-- Two cluster expansions with the same energy in every configuration have the same
coefficients. -/
theorem coefficients_unique {J K : Finset ι → ℝ} (h : ∀ σ, energy J σ = energy K σ) :
    J = K := by
  -- the cluster functions are characters of the group of configurations
  let χ : Finset ι → (Config ι →* ℝ) := fun S =>
    { toFun := clusterFn S
      map_one' := by simp [clusterFn, spin]
      map_mul' := by
        intro a b
        simp [clusterFn, spin, Finset.prod_mul_distrib] }
  -- a single down spin at `k` detects whether `k` lies in the cluster
  have key : ∀ (S : Finset ι) (k : ι),
      clusterFn S (Function.update (1 : Config ι) k (-1)) = if k ∈ S then -1 else 1 := by
    intro S k
    have hs : ∀ m, spin (Function.update (1 : Config ι) k (-1)) m
        = if m = k then -1 else 1 := by
      intro m
      by_cases hm : m = k <;> simp [spin, hm]
    simp only [clusterFn, hs]
    exact Finset.prod_ite_eq' S k (fun _ => (-1 : ℝ))
  have hinj : Function.Injective χ := by
    intro S T hST
    ext k
    have h1 : clusterFn S (Function.update (1 : Config ι) k (-1))
        = clusterFn T (Function.update (1 : Config ι) k (-1)) := DFunLike.congr_fun hST _
    rw [key, key] at h1
    constructor
    · intro hS
      by_contra hT
      rw [if_pos hS, if_neg hT] at h1
      norm_num at h1
    · intro hT
      by_contra hS
      rw [if_neg hS, if_pos hT] at h1
      norm_num at h1
  -- distinct characters are linearly independent
  have hli := (linearIndependent_monoidHom (Config ι) ℝ).comp χ hinj
  have h0 := Fintype.linearIndependent_iff.1 hli (fun S => J S - K S) (by
    funext σ
    rw [Finset.sum_apply]
    show ∑ S, (J S - K S) * clusterFn S σ = 0
    have hσ := h σ
    simp only [energy] at hσ
    simp only [sub_mul, Finset.sum_sub_distrib, hσ, sub_self])
  funext S
  exact sub_eq_zero.1 (h0 S)

/-- The exchange of `i` and `j` leaves the energy unchanged in every configuration exactly
when each cluster has the same coefficient as its interchanged cluster. -/
theorem exchange_invariant_iff (J : Finset ι → ℝ) (i j : ι) :
    (∀ σ, energy J (exchange i j σ) = energy J σ) ↔ ∀ S, J (swapCluster i j S) = J S := by
  have hinv : Function.Involutive (swapCluster i j) := by
    intro S
    ext k
    simp [swapCluster, Finset.mem_map_equiv]
  -- move the exchange from the spins to the coefficients
  have hE : ∀ σ, energy J (exchange i j σ) = energy (fun S => J (swapCluster i j S)) σ := by
    intro σ
    unfold energy
    rw [← hinv.bijective.sum_comp (fun S => J (swapCluster i j S) * clusterFn S σ)]
    refine Finset.sum_congr rfl fun S _ => ?_
    rw [clusterFn_exchange, hinv S]
  constructor
  · intro h S
    exact congrFun (coefficients_unique fun σ => (hE σ).symm.trans (h σ)) S
  · intro h σ
    rw [hE σ]
    simp only [h]

end SpinExchange
```
```lean
#print axioms SpinExchange.energy_exchange_opposite
#print axioms SpinExchange.energy_exchange_localField
#print axioms SpinExchange.exchange_invariant_iff
```

```
'SpinExchange.energy_exchange_opposite' depends on axioms: [propext, Classical.choice, Quot.sound]
'SpinExchange.energy_exchange_localField' depends on axioms: [propext, Classical.choice, Quot.sound]
'SpinExchange.exchange_invariant_iff' depends on axioms: [propext, Classical.choice, Quot.sound]
```

## The five statements about the energy

Write $\tau$ for the permutation of sites that interchanges $i$ and $j$ and fixes all others, $\sigma'$ for the exchanged configuration $\sigma'_k = \sigma_{\tau(k)}$, and $\Delta H = H(\sigma') - H(\sigma)$. A set of sites is called a cluster. A cluster is straddling if it contains exactly one of $i$ and $j$, and $\mathcal{S}_{ij}$ denotes the set of straddling clusters. The image of a cluster $S$ under $\tau$ is written $S'$.

The theorem `energy_exchange_general` holds for all coefficients, all sites $i, j$ and every configuration:
$$\Delta H = -(1 - \sigma_i \sigma_j) \sum_{S \in \mathcal{S}_{ij}} J_S \Phi_S(\sigma).$$
The theorem `energy_exchange_opposite` adds the hypothesis `σ j = -σ i` and concludes
$$\Delta H = -2 \sum_{S \in \mathcal{S}_{ij}} J_S \Phi_S(\sigma).$$
In both formulas $\Phi_S$ is evaluated on the configuration before the move. The theorem `energy_exchange_localField` again needs no hypothesis on $\sigma$ and reads
$$\Delta H = (\sigma_j - \sigma_i)\,(h_{i|j} - h_{j|i}), \qquad h_{i|j}(\sigma) = \sum_{S \ni i,\; j \notin S} J_S\, \Phi_{S \setminus \{i\}}(\sigma),$$
where $h_{j|i}$ is the same expression with $i$ and $j$ in each other's place. The theorem `coefficients_unique` says that two coefficient families $J$ and $K$ that give the same energy in every configuration are equal. The theorem `exchange_invariant_iff` says that $H(\sigma') = H(\sigma)$ for all $\sigma$ if and only if $J_{S'} = J_S$ for all $S$.

## Sites, species and coefficients

The type `ι` is the finite set of lattice sites. It has no geometry: no positions, distances, neighbours or boundary conditions enter. A configuration is a function `ι → ℤˣ`, and the units of the integers are exactly $+1$ and $-1$, so the restriction to two spin values is part of the type and not a separate hypothesis. For a binary alloy the two values label the two species that can occupy a site. The function `spin` reads the value as a real number.

`clusterFn S σ` is $\Phi_S(\sigma)$, and the empty cluster has $\Phi_\emptyset = 1$, so $J_\emptyset$ is a constant offset. `energy J σ` is $H(\sigma)$, with `J : Finset ι → ℝ` assigning one coefficient to each individual cluster. These coefficients stand for the effective cluster interactions of the alloy, the configuration-independent energies attached to points, pairs, triplets and larger clusters. They are arbitrary inputs, and nothing is derived about their values. The convention has a plus sign in front of the sum, no division by the number of sites and no multiplicity factors. A truncated expansion is the case in which most $J_S$ vanish, and an expansion grouped by lattice symmetry is the case in which $J$ takes the same value on equivalent clusters.

`exchange i j σ` is $\sigma' = \sigma \circ \tau$, `swapCluster i j S` is $S'$, `straddling i j` is $\mathcal{S}_{ij}$ and `localField J i j σ` is $h_{i|j}$. The two sites need not be neighbours. The hypothesis `σ j = -σ i` says that the sites hold different species, and it forces $i \neq j$, because no spin equals its own negative. The other theorems allow $i = j$, in which case the move is the identity, $\mathcal{S}_{ii}$ is empty, both local fields are empty sums and every formula for $\Delta H$ reads $0 = 0$.

In a fixed-composition Monte Carlo simulation of a binary alloy on a finite rigid lattice, the acceptance of a swap move depends on $\Delta H$, and the formula shows that only the straddling clusters have to be evaluated. The theorems concern the energies of the initial and final configurations only. They say nothing about migration barriers, rates or sampling, about sites with more than two species, or about infinite lattices. The cluster functions are shown to be linearly independent, which is the content of `coefficients_unique`, but it is not shown that every function of the configuration has a cluster expansion; the form of $H$ is a definition.

## How the exchange acts on a cluster function

Since $\tau$ is a bijection, the product can be relabelled:
$$\Phi_S(\sigma') = \prod_{k \in S} \sigma_{\tau(k)} = \prod_{m \in S'} \sigma_m = \Phi_{S'}(\sigma).$$
If $S$ contains both $i$ and $j$, or neither, then $\tau$ maps $S$ onto itself, so $S' = S$ and $\Phi_S(\sigma') = \Phi_S(\sigma)$.

If $i \in S$ and $j \notin S$, the factor at $i$ is split off. It becomes $\sigma'_i = \sigma_j$, and the remaining sites are neither $i$ nor $j$ and keep their spins:
$$\Phi_S(\sigma') = \sigma_j\, \Phi_{S \setminus \{i\}}(\sigma), \qquad \Phi_S(\sigma) = \sigma_i\, \Phi_{S \setminus \{i\}}(\sigma).$$
With $\sigma_i^2 = 1$ one has $\sigma_j = \sigma_i \sigma_j \cdot \sigma_i$, and therefore $\Phi_S(\sigma') = \sigma_i \sigma_j\, \Phi_S(\sigma)$. The case $j \in S$, $i \notin S$ gives the same factor, because both the move and the product $\sigma_i \sigma_j$ are symmetric in the two sites.

The energy difference is $\Delta H = \sum_S J_S\,[\Phi_S(\sigma') - \Phi_S(\sigma)]$. The bracket vanishes for clusters that are not straddling and equals $(\sigma_i \sigma_j - 1)\,\Phi_S(\sigma)$ for those that are, which gives the general formula. For $\sigma_j = -\sigma_i$ the product is $\sigma_i \sigma_j = -\sigma_i^2 = -1$, and the prefactor is $-2$.

For the local-field form the brackets are left in their split shape. A cluster with $i$ but not $j$ contributes $J_S (\sigma_j - \sigma_i)\, \Phi_{S \setminus \{i\}}$, and a cluster with $j$ but not $i$ contributes $J_S (\sigma_i - \sigma_j)\, \Phi_{S \setminus \{j\}}$. The first group sums to $(\sigma_j - \sigma_i)\, h_{i|j}$ and the second to $-(\sigma_j - \sigma_i)\, h_{j|i}$. Neither field involves $\sigma_i$ or $\sigma_j$.

As an illustration take four sites $a, i, j, b$ in a row, with coefficient $g$ on the pairs $\{a,i\}$, $\{i,j\}$, $\{j,b\}$ and zero on all other clusters. For spins $(+,+,-,-)$ the energy is $g(1 - 1 + 1) = g$, and after the exchange the spins are $(+,-,+,-)$ with energy $-3g$. The straddling clusters that carry the coefficient $g$ are $\{a,i\}$ and $\{j,b\}$, each with $\Phi_S = 1$; the other straddling clusters, such as $\{a,j\}$ and $\{i,b\}$, have coefficient zero. So the formula gives $-2(g + g) = -4g$, in agreement. The bond $\{i,j\}$ between the exchanged sites does not contribute.

## When the exchange never costs energy

For two clusters $S$ and $T$, the relation $\sigma_k^2 = 1$ gives $\Phi_S \Phi_T = \Phi_U$, where $U$ holds the sites that lie in exactly one of $S$ and $T$. The average of $\Phi_U$ over all configurations is $1$ for empty $U$ and $0$ otherwise, since reversing one spin in $U$ pairs the configurations with opposite values. If $\sum_S (J_S - K_S)\Phi_S(\sigma) = 0$ for all $\sigma$, multiplying by $\Phi_T$ and averaging leaves $J_T - K_T = 0$.

The relabelling identity moves the exchange from the spins to the coefficients. Because $S \mapsto S'$ is its own inverse,
$$H(\sigma') = \sum_S J_S\, \Phi_{S'}(\sigma) = \sum_S J_{S'}\, \Phi_S(\sigma).$$
If $J_{S'} = J_S$ for all $S$, the right side is $H(\sigma)$. Conversely, if $H(\sigma') = H(\sigma)$ for all $\sigma$, the families $S \mapsto J_{S'}$ and $S \mapsto J_S$ give the same energy everywhere and are equal by uniqueness.

## Equal spins: a two-site counter-example

Take two sites $i$ and $j$, set $J_{\{i\}} = 1$ and all other coefficients to zero, so that $H = \sigma_i$. In the configuration $\sigma_i = \sigma_j = +1$ the exchange changes nothing and $\Delta H = 0$, while $-2 \sum_{S \in \mathcal{S}_{ij}} J_S \Phi_S = -2$. Without `σ j = -σ i` the formula with the factor $-2$ is therefore false, whereas the general prefactor $1 - \sigma_i \sigma_j$ vanishes as it should. The same configuration shows the role of the quantifier over $\sigma$ in `exchange_invariant_iff`: the exchange is free there although $J_{\{i\}} = 1$ and $J_{\{j\}} = 0$ differ. This example and the four-site chain are arithmetic done in the prose and are not among the theorems of the file.

## The lemmas on cluster functions and the sums over clusters in Lean

`spin_mul_self` is $\sigma_k^2 = 1$, obtained by checking the two units given by `Int.units_eq_one_or`. `clusterFn_exchange` is the relabelling, which `Finset.prod_map` performs. `clusterFn_exchange_of_iff` encodes "both or neither" as `i ∈ S ↔ j ∈ S` and proves $S' = S$ by testing membership of a site $k$ in the three cases $k = i$, $k = j$ and neither. `clusterFn_exchange_of_mem` splits off the factor at $i$ with `Finset.mul_prod_erase` and shows that the other factors are unchanged from `h1 : k ≠ i` and `h2 : k ≠ j`.

In `clusterFn_exchange_of_straddling` the first case reduces to $\sigma_j \Phi_{S \setminus \{i\}} = \sigma_i \sigma_j \cdot \sigma_i \Phi_{S \setminus \{i\}}$. The difference of the two sides is $-\sigma_j \Phi_{S \setminus \{i\}} (\sigma_i^2 - 1)$, which is the multiple of `spin_mul_self σ i` passed to `linear_combination`. The second case uses `exchange i j σ = exchange j i σ` and repeats the step with the sites interchanged.

`energy_exchange_general` writes both sides as sums over all clusters, the restricted sum becoming a sum with a condition through `Finset.sum_filter`, and compares them term by term in the straddling and non-straddling cases. `energy_exchange_opposite` inserts $\sigma_i \sigma_j = -1$. `energy_exchange_localField` makes the same termwise comparison in the four cases of membership of $i$ and $j$, and its proof does not call on `spin_mul_self`.

`coefficients_unique` takes a different route from the averaging argument. Configurations form a group under sitewise multiplication, and each $\Phi_S$ is multiplicative and equals $1$ on the all-up configuration, so it is a character, packaged as `χ`. The statement `key` evaluates $\Phi_S$ on the configuration with a single down spin at $k$ and finds $-1$ if $k \in S$ and $+1$ otherwise, so different clusters give different characters. Mathlib's `linearIndependent_monoidHom` supplies the linear independence of distinct characters, and it is applied to the coefficients $J_S - K_S$. In `exchange_invariant_iff`, `hinv` is the statement that $S \mapsto S'$ is an involution, `hE` is the reindexed sum $H(\sigma') = \sum_S J_{S'} \Phi_S(\sigma)$, and the two directions follow from `coefficients_unique` and from substitution of $J_{S'} = J_S$.
